# The leading Keesom energy is pairwise additive for dipoles turned independently by signed axis permutations

Three polar molecules sit at fixed sites 0, 1 and 2, and each turns freely. The pairs (0,1) and (0,2) share the dipole at site 0, so one may ask whether their energies $E_{01}$ and $E_{02}$ are correlated when all orientations are equally likely. Reverse the dipole at site 1. Then $E_{01}$ changes sign and $E_{02}$ stays as it was, so the product $E_{01}E_{02}$ changes sign. Every orientation of the three dipoles is thus matched with another, equally likely one that cancels its contribution, and

$$\langle E_{01}E_{02}\rangle = 0 .$$

Each of the two energies has zero mean for the same reason, so they are uncorrelated. The same cancellation removes every cross term from the mean square energy of $N$ dipoles. At high temperature this mean square fixes the thermal interaction energy, which is therefore a sum over pairs to first order in the inverse temperature $\beta = 1/k_{\mathrm B}T_{\mathrm{abs}}$, where $T_{\mathrm{abs}}$ is the temperature. When a simulation keeps only the positions of permanent dipoles, the effective potential that reproduces the equilibrium distribution of these positions is the free energy of interaction, with the orientations summed over. To first order in $\beta$ it is half the thermal interaction energy, and so it is a sum over pairs as well.

In Lean 4 with Mathlib:

```lean
import Mathlib

open Matrix

namespace KeesomAdditivity

noncomputable section
```

## Orientations and energies

Each dipole takes the orientations produced by the signed permutations of the Cartesian axes. Such an operation $g$ consists of a permutation $\sigma$ of the three axes and three signs $s_a=\pm1$, which gives $6\cdot 8=48$ operations.

```lean
/-- A signed permutation of the three Cartesian axes: a permutation and three signs. -/
abbrev SignedPerm := Equiv.Perm (Fin 3) × (Fin 3 → ℤˣ)
```

As a matrix, $g$ has the entry $s_a$ in row $a$ and column $\sigma(a)$, and zeros elsewhere. It acts on a dipole $p$ by $(gp)_a = s_a\,p_{\sigma(a)}$. Half of these matrices have determinant $-1$, so "rotation" here includes improper operations, among them the inversion $p\mapsto -p$.

```lean
/-- The signed 3×3 permutation matrix that belongs to a signed permutation of the axes. -/
def toMatrix (g : SignedPerm) : Matrix (Fin 3) (Fin 3) ℝ :=
  Matrix.of fun a b => if g.1 a = b then ((g.2 a : ℤ) : ℝ) else 0
```

A state $\omega$ of the cluster assigns an operation $g_i$ to each site $i$. The sites are numbered from 0, as in `Fin N`.

```lean
/-- An orientation state of `N` dipoles: one signed permutation for each site. -/
abbrev Orientation (N : ℕ) := Fin N → SignedPerm
```

The mean $\langle f\rangle$ gives all states equal weight. Over the $48^N$ orientation states, this is what makes the rotations independent.

```lean
/-- The uniform average of a quantity over a nonempty finite set of states. -/
def mean {Ω : Type*} [Fintype Ω] (f : Ω → ℝ) : ℝ := (∑ ω, f ω) / (Fintype.card Ω : ℝ)
```

Each pair is counted once, with $i<j$.

```lean
/-- The pairs of sites `i < j`. -/
def pairs (N : ℕ) : Finset (Fin N × Fin N) := Finset.univ.filter fun q => q.1 < q.2
```

The energy of a pair $q=(i,j)$ is

$$E_{ij} = -(g_ip_i)^{\mathsf T}\,T_{ij}\,(g_jp_j).$$

For point dipoles, $T_{ij}=(3\hat r\hat r^{\mathsf T}-1)/(4\pi\varepsilon_0r^3)$, with $r$ the distance between the sites and $\hat r$ the unit vector along the line joining them. Some texts give $T$ the opposite sign. The theorems allow any real $3\times3$ matrices, so neither symmetry nor zero trace is assumed. The matrices and the dipole lengths are fixed, which leaves out induction.

```lean
/-- The energy `-(gᵢ pᵢ)ᵀ Tᵢⱼ (gⱼ pⱼ)` of the pair `q = (i, j)` in the orientation state `ω`. -/
def pairEnergy {N : ℕ} (p : Fin N → Fin 3 → ℝ) (T : Fin N → Fin N → Matrix (Fin 3) (Fin 3) ℝ)
    (q : Fin N × Fin N) (ω : Orientation N) : ℝ :=
  -((toMatrix (ω q.1) *ᵥ p q.1) ⬝ᵥ (T q.1 q.2 *ᵥ (toMatrix (ω q.2) *ᵥ p q.2)))
```

The total energy is $U=\sum_{i<j}E_{ij}$.

```lean
/-- The total interaction energy, summed over all pairs `i < j`. -/
def totalEnergy {N : ℕ} (p : Fin N → Fin 3 → ℝ) (T : Fin N → Fin N → Matrix (Fin 3) (Fin 3) ℝ)
    (ω : Orientation N) : ℝ := ∑ q ∈ pairs N, pairEnergy p T q ω
```

The thermal energy is the Boltzmann average

$$\langle U\rangle_\beta=\frac{\langle U e^{-\beta U}\rangle}{\langle e^{-\beta U}\rangle}.$$

This is an internal energy. The corresponding free energy has half the coefficient at first order in $\beta$.

```lean
/-- The Boltzmann average of the energy `U` at inverse temperature `β`, over a nonempty finite
set of states. -/
def thermalEnergy {Ω : Type*} [Fintype Ω] (U : Ω → ℝ) (β : ℝ) : ℝ :=
  mean (fun ω => U ω * Real.exp (-β * U ω)) / mean (fun ω => Real.exp (-β * U ω))
```

## Reversing one dipole

To reverse the dipole at site $k$, keep its permutation and change its three signs. All other sites are left alone.

```lean
/-- The orientation state in which the dipole at site `k` is inverted. -/
def invertAt {N : ℕ} (k : Fin N) (ω : Orientation N) : Orientation N :=
  Function.update ω k ((ω k).1, -(ω k).2)
```

Changing the three signs replaces $g$ by $-g$, which is checked entry by entry.

```lean
/-- Reversing all three signs reverses the signed permutation matrix. -/
theorem toMatrix_neg (g : SignedPerm) : toMatrix (g.1, -g.2) = -toMatrix g := by
  ext a b
  by_cases h : g.1 a = b <;> simp [toMatrix, h]
```

Since $E_{ij}$ is linear in each of its two dipoles, replacing $g_i$ by $-g_i$, or $g_j$ by $-g_j$, gives $-E_{ij}$. The proof treats the two cases in turn. It uses $i<j$ to know that the sites differ, so that only one factor is reversed.

```lean
/-- Inverting one dipole of a pair reverses the energy of that pair. -/
theorem pairEnergy_invert {N : ℕ} (p : Fin N → Fin 3 → ℝ)
    (T : Fin N → Fin N → Matrix (Fin 3) (Fin 3) ℝ) {q : Fin N × Fin N} (hq : q.1 < q.2)
    {k : Fin N} (hk : k = q.1 ∨ k = q.2) (ω : Orientation N) :
    pairEnergy p T q (invertAt k ω) = -pairEnergy p T q ω := by
  rcases hk with rfl | rfl
  · simp [pairEnergy, invertAt, Function.update_of_ne hq.ne', toMatrix_neg,
      Matrix.neg_mulVec, neg_dotProduct]
  · simp [pairEnergy, invertAt, Function.update_of_ne hq.ne, toMatrix_neg,
      Matrix.neg_mulVec, Matrix.mulVec_neg, dotProduct_neg]
```

Let $e$ be a map of the states that undoes itself, and let $f(e(\omega))=-f(\omega)$. Relabelling the states gives

$$\sum_\omega f(\omega)=\sum_\omega f(e(\omega))=-\sum_\omega f(\omega),$$

so the sum is zero. In the proof, `h1` is the first equality and `h2` the second.

```lean
/-- A quantity that changes sign under an involution of the states has zero mean. -/
theorem mean_eq_zero_of_odd {Ω : Type*} [Fintype Ω] (e : Ω → Ω) (he : Function.Involutive e)
    (f : Ω → ℝ) (h : ∀ ω, f (e ω) = -f ω) : mean f = 0 := by
  have h1 : ∑ ω, f (e ω) = ∑ ω, f ω := Equiv.sum_comp (Function.Involutive.toPerm e he) f
  have h2 : ∑ ω, f (e ω) = -∑ ω, f ω := by
    rw [← Finset.sum_neg_distrib]
    exact Finset.sum_congr rfl fun ω _ => h ω
  have h3 : ∑ ω, f ω = 0 := by linarith
  rw [mean, h3, zero_div]
```

Reversing the same dipole twice restores the state, so this argument applies to it.

```lean
lemma invertAt_involutive {N : ℕ} (k : Fin N) : Function.Involutive (invertAt k) := by
  intro ω
  simp [invertAt]
```

A constant is its own mean; this is used further on for the normalisation at $\beta=0$ and for a case with constant energies.

```lean
lemma mean_const {Ω : Type*} [Fintype Ω] [Nonempty Ω] (c : ℝ) : mean (fun _ : Ω => c) = c := by
  simp only [mean, Finset.sum_const, Finset.card_univ, nsmul_eq_mul]
  exact mul_div_cancel_left₀ c (Nat.cast_ne_zero.mpr Fintype.card_ne_zero)
```

## Cross terms between different pairs

Let $q=(i,j)$ and $r=(m,n)$ be different pairs, with $i<j$ and $m<n$. Some site belongs to $q$ and not to $r$. If $i$ is not in $r$, take $i$. If $i$ is in $r$, take $j$: were $j$ in $r$ as well, the two pairs would have the same two sites, and the ordering would make them equal.

Reversing the dipole at the chosen site changes the sign of $E_{ij}$ and leaves $E_{mn}$ unchanged, hence $\langle E_{ij}E_{mn}\rangle=0$. In the proof, `hk` supplies the site and `hfix` records that the second energy is unchanged.

```lean
/-- The product of the energies of two different pairs has zero mean, even if the pairs share a
site. -/
theorem mean_cross {N : ℕ} (p : Fin N → Fin 3 → ℝ)
    (T : Fin N → Fin N → Matrix (Fin 3) (Fin 3) ℝ) {q r : Fin N × Fin N}
    (hq : q.1 < q.2) (hr : r.1 < r.2) (hne : q ≠ r) :
    mean (fun ω => pairEnergy p T q ω * pairEnergy p T r ω) = 0 := by
  -- some site belongs to `q` and not to `r`
  have hk : ∃ k, (k = q.1 ∨ k = q.2) ∧ k ≠ r.1 ∧ k ≠ r.2 := by
    by_cases h1 : q.1 = r.1 ∨ q.1 = r.2
    · refine ⟨q.2, Or.inr rfl, fun h => ?_, fun h => ?_⟩
      · rcases h1 with h1 | h1 <;> rw [h1, h] at hq
        · exact lt_irrefl _ hq
        · exact lt_asymm hq hr
      · rcases h1 with h1 | h1
        · exact hne (Prod.ext h1 h)
        · rw [h1, h] at hq
          exact lt_irrefl _ hq
    · exact ⟨q.1, Or.inl rfl, fun h => h1 (Or.inl h), fun h => h1 (Or.inr h)⟩
  obtain ⟨k, hkq, hk1, hk2⟩ := hk
  -- inverting that dipole reverses one factor only
  refine mean_eq_zero_of_odd (invertAt k) (invertAt_involutive k) _ fun ω => ?_
  have hfix : pairEnergy p T r (invertAt k ω) = pairEnergy p T r ω := by
    simp only [pairEnergy, invertAt, Function.update_of_ne hk1.symm,
      Function.update_of_ne hk2.symm]
  rw [pairEnergy_invert p T hq hkq, hfix, neg_mul]
```

Expanding the square now gives

$$\langle U^2\rangle=\sum_{i<j}\sum_{m<n}\langle E_{ij}E_{mn}\rangle=\sum_{i<j}\langle E_{ij}^2\rangle .$$

The first step of the `calc` block is the expansion, with the mean taken inside the double sum. In the second, `Finset.sum_eq_single` keeps the term $r=q$ for each $q$. For $N=0$ or $N=1$ there are no pairs, and both sides are zero.

```lean
/-- For independently rotated dipoles and arbitrary coupling matrices, the mean square of the
total energy is the sum of the mean squares of the pair energies. -/
theorem mean_sq_totalEnergy {N : ℕ} (p : Fin N → Fin 3 → ℝ)
    (T : Fin N → Fin N → Matrix (Fin 3) (Fin 3) ℝ) :
    mean (fun ω => totalEnergy p T ω ^ 2)
      = ∑ q ∈ pairs N, mean (fun ω => pairEnergy p T q ω ^ 2) := by
  calc mean (fun ω => totalEnergy p T ω ^ 2)
      = ∑ q ∈ pairs N, ∑ r ∈ pairs N,
          mean (fun ω => pairEnergy p T q ω * pairEnergy p T r ω) := by
        simp only [mean, totalEnergy, sq, Finset.sum_mul_sum, ← Finset.sum_div]
        congr 1
        exact Finset.sum_comm.trans (Finset.sum_congr rfl fun q _ => Finset.sum_comm)
    _ = _ := by
        refine Finset.sum_congr rfl fun q hq => ?_
        rw [Finset.sum_eq_single q]
        · simp only [sq]
        · intro r hr hne
          exact mean_cross p T (Finset.mem_filter.mp hq).2 (Finset.mem_filter.mp hr).2 hne.symm
        · exact fun h => absurd hq h
```

## From mean squares to the thermal energy

For any energy $U$ on a finite set of states, write $\langle U\rangle_\beta=A(\beta)/B(\beta)$ with $A=\langle Ue^{-\beta U}\rangle$ and $B=\langle e^{-\beta U}\rangle$. At $\beta=0$,

$$A=\langle U\rangle,\quad B=1,\quad A'=-\langle U^2\rangle,\quad B'=-\langle U\rangle,$$

and the quotient rule gives

$$\left.\frac{d\langle U\rangle_\beta}{d\beta}\right|_{0}=\frac{A'B-AB'}{B^2}=-\left(\langle U^2\rangle-\langle U\rangle^2\right).$$

The proof differentiates numerator and denominator term by term (`hnum`, `hden`), inserts the values at zero and applies the quotient rule.

```lean
/-- At infinite temperature the thermal energy changes with inverse temperature at a rate equal
to minus the variance of the energy. -/
theorem hasDerivAt_thermalEnergy {Ω : Type*} [Fintype Ω] [Nonempty Ω] (U : Ω → ℝ) :
    HasDerivAt (thermalEnergy U) (-(mean (fun ω => U ω ^ 2) - mean U ^ 2)) 0 := by
  have hexp : ∀ ω, HasDerivAt (fun β : ℝ => Real.exp (-β * U ω)) (-U ω) 0 := fun ω => by
    simpa using ((hasDerivAt_id' (0 : ℝ)).fun_neg.mul_const (U ω)).exp
  have hnum : HasDerivAt (fun β : ℝ => mean fun ω => U ω * Real.exp (-β * U ω))
      (mean fun ω => U ω * -U ω) 0 := by
    unfold mean
    exact (HasDerivAt.fun_sum fun ω _ => (hexp ω).const_mul (U ω)).div_const _
  have hden : HasDerivAt (fun β : ℝ => mean fun ω => Real.exp (-β * U ω))
      (mean fun ω => -U ω) 0 := by
    unfold mean
    exact (HasDerivAt.fun_sum fun ω _ => hexp ω).div_const _
  have hd0 : mean (fun ω => Real.exp (-0 * U ω)) = 1 := by
    simpa using mean_const (Ω := Ω) 1
  have hn0 : mean (fun ω => U ω * Real.exp (-0 * U ω)) = mean U := by simp
  have hs : mean (fun ω => U ω * -U ω) = -mean (fun ω => U ω ^ 2) := by
    simp only [mean, mul_neg, Finset.sum_neg_distrib, neg_div, sq]
  have hm : mean (fun ω => -U ω) = -mean U := by
    simp only [mean, Finset.sum_neg_distrib, neg_div]
  refine (hnum.fun_div hden (hd0.trans_ne one_ne_zero)).congr_deriv ?_
  simp only [hd0, hn0, hs, hm]
  ring
```

For the dipoles, reversing site $i$ shows that $\langle E_{ij}\rangle=0$, and so $\langle U\rangle=0$. The variances are then mean squares, and

$$\left.\frac{d\langle U\rangle_\beta}{d\beta}\right|_0=-\langle U^2\rangle=-\sum_{i<j}\langle E_{ij}^2\rangle=\sum_{i<j}\left.\frac{d\langle E_{ij}\rangle_\beta}{d\beta}\right|_0 .$$

In each term on the right, $\langle E_{ij}\rangle_\beta$ is the thermal energy of the pair with only its own energy in the Boltzmann factor. It is averaged over the states of all $N$ sites, but the other dipoles contribute the same factor to numerator and denominator. The energy is of second order in the coupling and of first order in $\beta$.

The theorem says that the derivative of the cluster's thermal energy exists and equals the sum of the pair derivatives. Its proof obtains the vanishing means (`h0`, `ht`), rewrites each pair derivative as minus a mean square (`hp`), and inserts the sum rule for $\langle U^2\rangle$.

```lean
/-- At infinite temperature, the derivative of the thermal interaction energy of independently
rotated dipoles with respect to inverse temperature is the sum of the corresponding derivatives for
the separate pairs. -/
theorem keesom_pairwise_additive {N : ℕ} (p : Fin N → Fin 3 → ℝ)
    (T : Fin N → Fin N → Matrix (Fin 3) (Fin 3) ℝ) :
    HasDerivAt (thermalEnergy (totalEnergy p T))
      (∑ q ∈ pairs N, deriv (thermalEnergy (pairEnergy p T q)) 0) 0 := by
  -- first-order averages vanish
  have h0 : ∀ q ∈ pairs N, mean (pairEnergy p T q) = 0 := fun q hq =>
    mean_eq_zero_of_odd (invertAt q.1) (invertAt_involutive q.1) _
      (pairEnergy_invert p T (Finset.mem_filter.mp hq).2 (Or.inl rfl))
  have ht : mean (totalEnergy p T) = 0 := by
    have h : mean (totalEnergy p T) = ∑ q ∈ pairs N, mean (pairEnergy p T q) := by
      simp only [mean, totalEnergy, ← Finset.sum_div]
      congr 1
      exact Finset.sum_comm
    rw [h, Finset.sum_eq_zero h0]
  have hp : ∀ q ∈ pairs N, deriv (thermalEnergy (pairEnergy p T q)) 0
      = -mean (fun ω => pairEnergy p T q ω ^ 2) := fun q hq => by
    rw [(hasDerivAt_thermalEnergy _).deriv, h0 q hq]
    ring
  refine (hasDerivAt_thermalEnergy _).congr_deriv ?_
  rw [ht, mean_sq_totalEnergy, Finset.sum_congr rfl hp, Finset.sum_neg_distrib]
  ring
```

The step left to the reader is the passage from 48 orientations per molecule to a continuum. Reversal also preserves the uniform distribution of directions, so the same argument can be made there with integrals. The pair coefficients agree too, because either average gives $\langle (gp)_a(gp)_b\rangle=\delta_{ab}|p|^2/3$. At order $\beta^2$, products such as $E_{01}E_{02}E_{12}$ enter. Each dipole then occurs twice, reversal gives no cancellation, and three-body terms can appear.

## Dipoles that turn together

Give three sites the same unit dipole along the third axis, set every $T_{ij}$ to the unit matrix, and turn all three dipoles by one common $g$. This coupling is chosen for simplicity and is not a point-dipole tensor. Since $g$ preserves lengths, each pair energy is $-(gp)\cdot(gp)=-1$ in every state, and

$$\langle U^2\rangle=(-3)^2=9,\qquad \sum_{i<j}\langle E_{ij}^2\rangle=1+1+1=3 .$$

Each dipole taken alone is still uniformly distributed over the 48 operations, so that property is not enough for the mean squares to add. The thermal energies do add in this example, because all the energies are constant: the total is $-3=-1-1-1$ at every temperature. In the proof, `hl` is the preservation of length and `hE` the constant pair energy; the rest is counting three pairs.

```lean
/-- Three parallel unit dipoles with unit coupling matrices, all rotated by one common matrix,
have mean square total energy 9, while the mean squares of the pair energies add up to 3. -/
theorem common_rotation_not_additive :
    mean (fun g : SignedPerm =>
      totalEnergy (N := 3) (fun _ => ![0, 0, 1]) (fun _ _ => 1) (fun _ => g) ^ 2) = 9 ∧
    ∑ q ∈ pairs 3, mean (fun g : SignedPerm =>
      pairEnergy (N := 3) (fun _ => ![0, 0, 1]) (fun _ _ => 1) q (fun _ => g) ^ 2) = 3 := by
  have hE : ∀ (q : Fin 3 × Fin 3) (g : SignedPerm),
      pairEnergy (N := 3) (fun _ => ![0, 0, 1]) (fun _ _ => 1) q (fun _ => g) = -1 := by
    intro q g
    have hv : ∀ a, (toMatrix g *ᵥ ![0, 0, 1]) a
        = ((g.2 a : ℤ) : ℝ) * (![0, 0, 1] : Fin 3 → ℝ) (g.1 a) := fun a => by
      simp only [Matrix.mulVec, dotProduct, toMatrix, Matrix.of_apply, ite_mul, zero_mul,
        Finset.sum_ite_eq, Finset.mem_univ, if_true]
    -- a signed permutation preserves the length of the dipole
    have hl : (toMatrix g *ᵥ ![0, 0, 1]) ⬝ᵥ (toMatrix g *ᵥ ![0, 0, 1]) = 1 := by
      calc _ = ∑ a, (![0, 0, 1] : Fin 3 → ℝ) (g.1 a) * (![0, 0, 1] : Fin 3 → ℝ) (g.1 a) := by
            refine Finset.sum_congr rfl fun a _ => ?_
            rw [hv]
            rcases Int.units_eq_one_or (g.2 a) with h | h <;> rw [h] <;> push_cast <;> ring
        _ = ∑ b, (![0, 0, 1] : Fin 3 → ℝ) b * (![0, 0, 1] : Fin 3 → ℝ) b :=
            Equiv.sum_comp g.1 fun b => (![0, 0, 1] : Fin 3 → ℝ) b * (![0, 0, 1] : Fin 3 → ℝ) b
        _ = 1 := by simp [Fin.sum_univ_three]
    simp only [pairEnergy, Matrix.one_mulVec, hl]
  have hc : (pairs 3).card = 3 := by decide
  constructor
  · simp only [totalEnergy, hE, Finset.sum_const, hc, mean_const, nsmul_eq_mul]
    norm_num
  · simp only [hE, mean_const, Finset.sum_const, hc, nsmul_eq_mul]
    norm_num

end

end KeesomAdditivity
```

```lean
#print axioms KeesomAdditivity.keesom_pairwise_additive
-- 'KeesomAdditivity.keesom_pairwise_additive' depends on axioms: [propext, Classical.choice, Quot.sound]
#print axioms KeesomAdditivity.common_rotation_not_additive
-- 'KeesomAdditivity.common_rotation_not_additive' depends on axioms: [propext, Classical.choice, Quot.sound]
```
